# The self-energy of an orbital coupled to a single bath level is |v|²/(z − e)

An orbital of real energy `a` is coupled by a complex amplitude `v` to one bath level of real energy `e`, in a non-interacting model whose Hamiltonian is a 2 × 2 Hermitian matrix. The lemma says that for non-real `z` the orbital's self-energy, defined as z − a − G⁻¹ with G the orbital's diagonal entry of the resolvent (z − H)⁻¹, equals v(z − e)⁻¹v*. The proof takes the column X = (1, t), with t = (z − e)⁻¹v* the amplitude on the bath level, and checks that (z − H)X has only an orbital component, K = z − a − vt. An earlier lemma, `waveOperator_unique`, then gives G⁻¹ = K, and subtracting this from z − a leaves vt, the stated self-energy.

The failing Lean file:

```lean
import Mathlib

open Matrix
open scoped ComplexOrder

namespace SelfEnergySingleBathLevel

noncomputable section

variable {n m : Type*} [Fintype n] [DecidableEq n] [Fintype m] [DecidableEq m]

/-- The resolvent `(z - H)⁻¹` of the full system, for `z` not an eigenvalue of `H`. -/
def fullResolvent (H : Matrix n n ℂ) (z : ℂ) : Matrix n n ℂ :=
  (z • (1 : Matrix n n ℂ) - H)⁻¹

/-- The Green's function `G = B† (z - H)⁻¹ B` seen in the model space spanned by the columns
of `B`, for `z` not an eigenvalue of `H`. -/
def projectedGreen (H : Matrix n n ℂ) (B : Matrix n m ℂ) (z : ℂ) : Matrix m m ℂ :=
  Bᴴ * (fullResolvent H z * B)

/-- The self-energy `S = z - h - G⁻¹` relative to a reference Hamiltonian `h`, for `z` not an
eigenvalue of `H` and `G` invertible. -/
def selfEnergy (H : Matrix n n ℂ) (h : Matrix m m ℂ) (B : Matrix n m ℂ) (z : ℂ) :
    Matrix m m ℂ :=
  z • (1 : Matrix m m ℂ) - h - (projectedGreen H B z)⁻¹

/-- The wave operator `W = (z - H)⁻¹ B G⁻¹`, which extends model-space amplitudes to the full
system, for `z` not an eigenvalue of `H` and `G` invertible. -/
def waveOperator (H : Matrix n n ℂ) (B : Matrix n m ℂ) (z : ℂ) : Matrix n m ℂ :=
  fullResolvent H z * B * (projectedGreen H B z)⁻¹

/-- A complex number minus its conjugate is `2i` times its imaginary part. -/
theorem sub_star_eq (z : ℂ) : z - star z = 2 * Complex.I * (z.im : ℂ) := by
  apply Complex.ext <;> simp
  ring

omit [DecidableEq n] in
/-- A square matrix with `A - A† = c V†V`, where `c ≠ 0` and `V` is injective, is invertible. -/
theorem isUnit_of_dissipative {A : Matrix m m ℂ} {V : Matrix n m ℂ} {c : ℂ} (hc : c ≠ 0)
    (hV : ∀ x, V *ᵥ x = 0 → x = 0) (hA : A - Aᴴ = c • (Vᴴ * V)) : IsUnit A := by
  rw [Matrix.isUnit_iff_isUnit_det, isUnit_iff_ne_zero]
  intro hdet
  obtain ⟨v, hv, hAv⟩ := Matrix.exists_mulVec_eq_zero_iff.mpr hdet
  apply hv
  apply hV
  -- the expectation value of `A - A†` vanishes in a null vector of `A`
  have h1 : star v ⬝ᵥ (A - Aᴴ) *ᵥ v = 0 := by
    rw [Matrix.sub_mulVec, hAv, zero_sub, dotProduct_neg, Matrix.dotProduct_mulVec,
      ← Matrix.star_mulVec, hAv, star_zero, zero_dotProduct, neg_zero]
  rw [hA, Matrix.smul_mulVec, dotProduct_smul, smul_eq_mul, ← Matrix.mulVec_mulVec,
    Matrix.dotProduct_mulVec, ← Matrix.star_mulVec] at h1
  exact dotProduct_star_self_eq_zero.mp ((mul_eq_zero.mp h1).resolve_left hc)

/-- For Hermitian `H` and non-real `z`, the matrix `z - H` is invertible. -/
theorem isUnit_shifted {H : Matrix n n ℂ} {z : ℂ} (hH : H.IsHermitian) (hz : z.im ≠ 0) :
    IsUnit (z • (1 : Matrix n n ℂ) - H) := by
  refine isUnit_of_dissipative (V := (1 : Matrix n n ℂ)) (c := z - star z) ?_
    (fun x hx => by simpa using hx) ?_
  · rw [sub_star_eq]
    exact mul_ne_zero (mul_ne_zero two_ne_zero Complex.I_ne_zero) (Complex.ofReal_ne_zero.mpr hz)
  · rw [conjTranspose_sub, conjTranspose_smul, conjTranspose_one, hH.eq, Matrix.one_mul]
    module

/-- For Hermitian `H` and non-real `z`, any `X` and `K` with `B†X = 1` and `(z - H) X = B K` are
the wave operator and the inverse projected Green's function. -/
theorem waveOperator_unique {H : Matrix n n ℂ} {B X : Matrix n m ℂ} {K : Matrix m m ℂ} {z : ℂ}
    (hH : H.IsHermitian) (hz : z.im ≠ 0) (h1 : Bᴴ * X = 1)
    (h2 : (z • (1 : Matrix n n ℂ) - H) * X = B * K) :
    waveOperator H B z = X ∧ (projectedGreen H B z)⁻¹ = K := by
  have hX : fullResolvent H z * B * K = X := by
    rw [Matrix.mul_assoc, ← h2, fullResolvent, ← Matrix.mul_assoc, Matrix.nonsing_inv_mul _
      ((Matrix.isUnit_iff_isUnit_det _).mp (isUnit_shifted hH hz)), Matrix.one_mul]
  have hK : (projectedGreen H B z)⁻¹ = K := by
    apply Matrix.inv_eq_right_inv
    rw [projectedGreen, Matrix.mul_assoc, hX, h1]
  exact ⟨by rw [waveOperator, hK, hX], hK⟩

/-- One orbital of energy `a` coupled by `v` to one bath level of energy `e` has, relative to
`h = a` and for non-real `z`, the self-energy `v (z - e)⁻¹ v*`. -/
theorem selfEnergy_single_bath_level (a e : ℝ) (v z : ℂ) (hz : z.im ≠ 0) :
    selfEnergy !![(a : ℂ), v; star v, (e : ℂ)] !![(a : ℂ)] !![(1 : ℂ); 0] z =
      !![v * (z - e)⁻¹ * star v] := by
  have hze : z - (e : ℂ) ≠ 0 := by
    intro h0
    have him := congrArg Complex.im h0
    simp at him
    exact hz him
  have hH : (!![(a : ℂ), v; star v, (e : ℂ)]).IsHermitian := by
    unfold Matrix.IsHermitian
    ext i j
    fin_cases i <;> fin_cases j <;> simp
  obtain ⟨t, ht⟩ : ∃ t, t = (z - (e : ℂ))⁻¹ * star v := ⟨_, rfl⟩
  have ht' : (z - (e : ℂ)) * t = star v := by rw [ht, mul_inv_cancel_left₀ hze]
  -- `t` is the amplitude on the bath level
  have h1 : (!![(1 : ℂ); 0])ᴴ * !![(1 : ℂ); t] = 1 := by
    ext i j
    fin_cases i
    fin_cases j
    simp [Matrix.mul_apply, Fin.sum_univ_succ]
  have h2 : (z • (1 : Matrix (Fin 2) (Fin 2) ℂ) - !![(a : ℂ), v; star v, (e : ℂ)]) *
      !![(1 : ℂ); t] = !![(1 : ℂ); 0] * !![z - a - v * t] := by
    ext i j
    fin_cases i <;> fin_cases j
    · simp [Matrix.mul_apply, Fin.sum_univ_succ] <;> ring
    · simp [Matrix.mul_apply, Fin.sum_univ_succ, ht']
  rw [selfEnergy, (waveOperator_unique hH hz h1 h2).2, mul_assoc, ← ht]
  ext i j
  fin_cases i
  fin_cases j
  simp

end

end SelfEnergySingleBathLevel
```

The error:

```
Main.lean:105:4: error: unsolved goals
case «1».«0»
a e : ℝ
v z : ℂ
hz : z.im ≠ 0
hze : z - ↑e ≠ 0
hH : !![↑a, v; star v, ↑e].IsHermitian
t : ℂ
ht : t = (z - ↑e)⁻¹ * star v
ht' : (z - ↑e) * t = star v
h1 : !![1; 0]ᴴ * !![1; t] = 1
⊢ -(starRingEnd ℂ) v + (z * 1 1 (Fin.succ 0) - ↑e) * t = 0
Main.lean:105:49: warning: This simp argument is unused:
  ht'

Hint: Omit it from the simp argument list.
  [apply] simp [Matrix.mul_apply, Fin.sum_univ_succ]

Note: This linter can be disabled with `set_option linter.unusedSimpArgs false`
```

The error is in the bath row of `h2`, where −v* + (z − e)t must vanish. `ht'` says exactly that (z − e)t is v*, but the goal left by `simp` has `z * 1 1 (Fin.succ 0) - ↑e` in place of `z - ↑e`. Here `1 1 (Fin.succ 0)` is a diagonal entry of the identity matrix, equal to 1. `Fin.sum_univ_succ` wrote the second index of the sum as `Fin.succ 0`, and `simp` did not reduce the entry with its column in that form. The left side of `ht'` therefore never appeared, which is why the warning calls `ht'` unused.

The repair expands the sum with `Fin.sum_univ_two`, which writes the two indices as `0` and `1`. The entry is then `1 1 1`, which `simp` reduces to 1, so `ht'` applies and the two terms cancel.

In the orbital row, moving `ring` to its own line in place of `<;> ring` is mere tidying.

As a diff, the version that Lean accepts:

```diff
@@ -102,6 +102,7 @@
     ext i j
     fin_cases i <;> fin_cases j
-    · simp [Matrix.mul_apply, Fin.sum_univ_succ] <;> ring
-    · simp [Matrix.mul_apply, Fin.sum_univ_succ, ht']
+    · simp [Matrix.mul_apply, Fin.sum_univ_succ]
+      ring
+    · simp [Matrix.mul_apply, Fin.sum_univ_two, ht']
   rw [selfEnergy, (waveOperator_unique hH hz h1 h2).2, mul_assoc, ← ht]
   ext i j
```
